# The Dyson series converges and solves $U'=AU$ for a norm-continuous generator in a Banach algebra

## Does the time-ordered series converge at every time?

I take the time-ordered exponential to be a sum of nested integrals, with no time-ordering symbol: $D_0=1$, $D_{k+1}(t)=\int_0^t A(s)D_k(s)\,ds$ and $U(t)=\sum_k D_k(t)$. For a driven quantum system, $A(t)=-iH(t)/\hbar$. Physicists differentiate this sum term by term and read off $U'=AU$ with $U(0)=1$. I would like to see that made rigorous for all $t$, positive or negative, with $A$ at different times not commuting, and checked by machine in Lean. Does unitarity follow too?

## A cosh bound controls both time directions

The series converges and solves the equation at every time if $A$ is continuous in norm and takes values in a complete normed real algebra, such as the complex $n\times n$ matrices or the bounded operators on a Hilbert space. Unitarity follows if, in addition, $A^*=-A$ at all times.

**Bound.** Suppose $\|A(s)\|\le M$ for $|s|\le T$. Then for $|t|\le T$
$$\|D_k(t)\|\le \|1\|\cosh(2Mt)\,2^{-k}.$$
For $k=0$ this is $\cosh\ge 1$. If it holds for $k$, then
$$\|D_{k+1}(t)\|\le\left|\int_0^t M\|1\|\cosh(2Ms)\,2^{-k}ds\right|=\|1\|\,|\sinh(2Mt)|\,2^{-(k+1)},$$
and $|\sinh|\le\cosh$ closes the induction.

**Convergence.** A continuous $A$ is bounded on every finite window, so at each $t$ the terms are dominated by a geometric series. Completeness gives the sum.

**Equation.** Each $D_k$ is continuous, by induction, so the fundamental theorem of calculus gives $D_{k+1}'=AD_k$. Fix $t$, put $T=|t|+1$ and let $M$ bound $\|A\|$ on that window. For $|s|<T$,
$$\|A(s)D_k(s)\|\le M\|1\|\cosh(2MT)\,2^{-k},$$
which is summable and independent of $s$. Termwise differentiation is therefore allowed, and from $U=1+\sum_k D_{k+1}$ we get $U'=\sum_k AD_k=AU$. At time $0$ every integral vanishes, so $U(0)=1$.

**Uniqueness.** If $Y'=AY$, then $Z(t)=Y(t)-U(t)Y(0)$ satisfies $Z'=AZ$ and $Z(0)=0$. Hence $\|Z(t)\|\le M\left|\int_0^t\|Z(s)\|ds\right|$ on the window, and Grönwall's inequality gives $Z=0$.

**Composition and inverse.** Write $U_A$ for the propagator of $A$, and $A_r(s)=A(r+s)$. The function $s\mapsto U_A(r+s)$ solves the equation with generator $A_r$ and starts at $U_A(r)$, so uniqueness gives
$$U_A(r+t)=U_{A_r}(t)\,U_A(r).$$
Going forward by $t$ and back gives $U_{A_t}(-t)U_A(t)=1$. The same rule applied to $A_t$, back first and then forward, gives $U_A(t)U_{A_t}(-t)=1$.

**Unitarity.** If $A^*=-A$ at all times, then $(U^*U)'=U^*A^*U+U^*AU=0$, so $U^*U=1$. In infinite dimension this alone makes $U$ only an isometry. But $V=U_{A_t}(-t)$ is a right inverse of $U(t)$, so $U^*=U^*UV=V$ and $UU^*=1$.

## A spin in a growing transverse field

Set $\hbar=1$ and $A(t)=-i(\sigma_x+t\sigma_y)$, with Pauli matrices $\sigma_x,\sigma_y,\sigma_z$. Then $D_1(t)=-i(t\sigma_x+\tfrac{t^2}{2}\sigma_y)$. Using $\sigma_x\sigma_y=i\sigma_z=-\sigma_y\sigma_x$,
$$D_2(t)=-\int_0^t\left(s+\tfrac{s^3}{2}-\tfrac{i s^2}{2}\sigma_z\right)ds=-\tfrac{t^2}{2}-\tfrac{t^4}{8}+\tfrac{i t^3}{6}\sigma_z .$$
At $t=1$ this is $D_2=-\tfrac58+\tfrac i6\sigma_z$. The second-order term of $\exp\left(\int_0^1A\right)$ is $\tfrac12D_1^2=-\tfrac58$, which misses the $\sigma_z$ part.

The order of the factors is where errors creep in. With $D_kA$ under the integral in place of $AD_k$, the sign of $\tfrac i6\sigma_z$ flips, and the series solves $W'=WA$. Since $W$ is also unitary for an anti-Hermitian $A$, a test of unitarity does not reveal the error.

## How the Lean statements express the physics

The type `𝔸` holds the operators. `NormedRing` supplies a submultiplicative norm, without commutativity and without $\|1\|=1$; `NormedAlgebra ℝ 𝔸` supplies real scalars, which is enough because time is real. Complex algebras are included, with the factor $-i/\hbar$ absorbed into `A`. `CompleteSpace 𝔸` is completeness in norm.

`dyson A k t` is $D_k(t)$ and `propagator A t` is $U(t)$, always starting from time $0$. Evolution from $r$ to $r+t$ is written `propagator (fun s => A (r + s)) t`.

The main theorem, `dyson_series_solves`, assumes only `Continuous A` and has three conclusions: the terms are summable at every real `t`, `propagator A 0 = 1`, and `propagator A` has derivative `A t * propagator A t` at every `t`. Summability is stated separately because Lean's `∑'` returns zero for a family that is not summable.

The theorem `propagator_unitary` adds a continuous `star` operation compatible with real scalars, which plays the role of the adjoint. Its hypothesis `star (A t) = -A t` says that the Hamiltonian is Hermitian at each instant, as for a closed system.

For a Hermitian Hamiltonian that depends continuously on time, written as a matrix in a fixed, finite orthonormal basis, these results justify the unitarity of the exact propagator, though not of a truncated sum. With $A(t)=-iV_I(t)/\hbar$, where $V_I$ is the perturbation in the interaction picture, the same series is the expansion used in time-dependent perturbation theory. Unbounded Hamiltonians, such as the kinetic energy on the full $L^2$ space, are not covered, nor are fields that switch discontinuously.

```lean
import Mathlib

open Set Filter

namespace DysonSeries

noncomputable section

variable {𝔸 : Type*} [NormedRing 𝔸] [NormedAlgebra ℝ 𝔸]

/-- The `k`-th Dyson term of the generator `A`: `D₀ = 1`, and `D_(k+1)(t)` is the integral
of `A D_k` from `0` to `t`. -/
def dyson (A : ℝ → 𝔸) : ℕ → ℝ → 𝔸
  | 0, _ => 1
  | k + 1, t => ∫ s in (0 : ℝ)..t, A s * dyson A k s

/-- The propagator from time `0` to time `t`, as the sum of all Dyson terms. -/
def propagator (A : ℝ → 𝔸) (t : ℝ) : 𝔸 := ∑' k, dyson A k t

/-- If the generator is bounded by `M` on the time window `|s| ≤ T`, the norm of the `k`-th Dyson
term there is at most `‖1‖ cosh (2 M t) / 2 ^ k`. -/
theorem dyson_geometric_bound {A : ℝ → 𝔸} {M T : ℝ}
    (hb : ∀ s, |s| ≤ T → ‖A s‖ ≤ M) (k : ℕ) :
    ∀ t, |t| ≤ T → ‖dyson A k t‖ ≤ ‖(1 : 𝔸)‖ * Real.cosh (2 * M * t) * (1 / 2) ^ k := by
  induction k with
  | zero =>
    intro t _
    have h := mul_le_mul_of_nonneg_left (Real.one_le_cosh (2 * M * t)) (norm_nonneg (1 : 𝔸))
    simpa [dyson] using h
  | succ k ih =>
    intro t ht
    -- the bound on `D_k` is integrated exactly: cosh becomes sinh
    have hint : ∫ s in (0 : ℝ)..t, M * (‖(1 : 𝔸)‖ * Real.cosh (2 * M * s) * (1 / 2) ^ k)
        = ‖(1 : 𝔸)‖ * Real.sinh (2 * M * t) * (1 / 2) ^ (k + 1) := by
      rw [intervalIntegral.integral_eq_sub_of_hasDerivAt
        (f := fun s => ‖(1 : 𝔸)‖ * Real.sinh (2 * M * s) * (1 / 2) ^ (k + 1))]
      · simp
      · intro s _
        refine HasDerivAt.congr_deriv
          (((((hasDerivAt_id' s).const_mul (2 * M)).sinh).const_mul ‖(1 : 𝔸)‖).mul_const
            ((1 / 2) ^ (k + 1))) ?_
        ring
      · exact Continuous.intervalIntegrable (by fun_prop) _ _
    have hle : ‖dyson A (k + 1) t‖ ≤
        |∫ s in (0 : ℝ)..t, M * (‖(1 : 𝔸)‖ * Real.cosh (2 * M * s) * (1 / 2) ^ k)| := by
      refine intervalIntegral.norm_integral_le_abs_of_norm_le
        (MeasureTheory.ae_restrict_of_forall_mem measurableSet_uIoc fun s hs => ?_)
        (Continuous.intervalIntegrable (by fun_prop) _ _)
      have hsT : |s| ≤ T := by
        have h := abs_le.1 ht
        rcases mem_uIoc.1 hs with h' | h' <;>
          exact abs_le.2 ⟨by linarith [h.1, h'.1, h'.2], by linarith [h.2, h'.1, h'.2]⟩
      exact (norm_mul_le _ _).trans (mul_le_mul (hb s hsT) (ih s hsT) (norm_nonneg _)
        ((norm_nonneg _).trans (hb s hsT)))
    have hsc : |Real.sinh (2 * M * t)| ≤ Real.cosh (2 * M * t) :=
      abs_le_of_sq_le_sq (by linarith [Real.cosh_sq (2 * M * t)]) (Real.cosh_pos _).le
    rw [hint, abs_mul, abs_mul, abs_of_nonneg (norm_nonneg (1 : 𝔸)),
      abs_of_nonneg (by positivity : (0 : ℝ) ≤ (1 / 2) ^ (k + 1))] at hle
    exact hle.trans (mul_le_mul_of_nonneg_right
      (mul_le_mul_of_nonneg_left hsc (norm_nonneg _)) (by positivity))

omit [NormedAlgebra ℝ 𝔸] in
/-- A continuous generator is bounded on every finite time window. -/
theorem generator_locally_bounded {A : ℝ → 𝔸} (hA : Continuous A) (T : ℝ) :
    ∃ M : ℝ, 0 ≤ M ∧ ∀ s, |s| ≤ T → ‖A s‖ ≤ M := by
  obtain ⟨C, hC⟩ := (isCompact_Icc (a := -T) (b := T)).exists_bound_of_continuousOn
    hA.continuousOn
  exact ⟨max C 0, le_max_right _ _, fun s hs => (hC s (abs_le.1 hs)).trans (le_max_left _ _)⟩

variable [CompleteSpace 𝔸]

/-- For a continuous generator `A`, each Dyson term after `D₀` is driven by the previous one:
`D_(k+1)' = A D_k`. -/
theorem hasDerivAt_dyson_succ {A : ℝ → 𝔸} (hA : Continuous A) (k : ℕ) :
    ∀ t, HasDerivAt (dyson A (k + 1)) (A t * dyson A k t) t := by
  have hc : Continuous (dyson A k) := by
    induction k with
    | zero => exact continuous_const
    | succ k ih =>
      exact continuous_iff_continuousAt.2 fun t =>
        ((hA.mul ih).integral_hasStrictDerivAt 0 t).hasDerivAt.continuousAt
  exact fun t => ((hA.mul hc).integral_hasStrictDerivAt 0 t).hasDerivAt

/-- **The Dyson series solves the evolution equation.** For a continuous generator `A` the
series converges at every time, and its sum `U` satisfies `U(0) = 1` and `U' = A U`. -/
theorem dyson_series_solves {A : ℝ → 𝔸} (hA : Continuous A) :
    (∀ t, Summable fun k => dyson A k t) ∧ propagator A 0 = 1 ∧
      ∀ t, HasDerivAt (propagator A) (A t * propagator A t) t := by
  have hsum : ∀ t, Summable fun k => dyson A k t := by
    intro t
    obtain ⟨M, _, hb⟩ := generator_locally_bounded hA |t|
    exact Summable.of_norm_bounded (summable_geometric_two.mul_left _)
      fun k => dyson_geometric_bound hb k t le_rfl
  refine ⟨hsum, ?_, fun t => ?_⟩
  · refine (tsum_eq_single 0 fun k hk => ?_).trans rfl
    cases k with
    | zero => exact absurd rfl hk
    | succ k => simp [dyson]
  · obtain ⟨M, hM, hb⟩ := generator_locally_bounded hA (|t| + 1)
    have ht : t ∈ Ioo (-(|t| + 1)) (|t| + 1) := abs_lt.1 (lt_add_one |t|)
    -- termwise differentiation, dominated by a geometric series on the window
    have h := hasDerivAt_tsum_of_isPreconnected
      (g := fun k => dyson A (k + 1)) (g' := fun k s => A s * dyson A k s)
      (u := fun k => M * (‖(1 : 𝔸)‖ * Real.cosh (2 * M * (|t| + 1)) * (1 / 2) ^ k))
      ((summable_geometric_two.mul_left _).mul_left M) isOpen_Ioo isPreconnected_Ioo
      (fun k s _ => hasDerivAt_dyson_succ hA k s)
      (fun k s hs => by
        have hs' : |s| ≤ |t| + 1 := (abs_lt.2 hs).le
        have hcosh : Real.cosh (2 * M * s) ≤ Real.cosh (2 * M * (|t| + 1)) := by
          rw [Real.cosh_le_cosh, abs_mul (2 * M) s, abs_mul (2 * M) (|t| + 1)]
          exact mul_le_mul_of_nonneg_left (hs'.trans (le_abs_self _)) (abs_nonneg _)
        refine (norm_mul_le _ _).trans (mul_le_mul (hb s hs') ?_ (norm_nonneg _) hM)
        exact (dyson_geometric_bound hb k s hs').trans (mul_le_mul_of_nonneg_right
          (mul_le_mul_of_nonneg_left hcosh (norm_nonneg _)) (by positivity)))
      ht ((summable_nat_add_iff 1).2 (hsum t)) ht
    have e : ∑' k, A t * dyson A k t = A t * propagator A t := (hsum t).tsum_mul_left (A t)
    rw [e] at h
    exact (h.const_add 1).congr_of_eventuallyEq
      (Eventually.of_forall fun s => (hsum s).tsum_eq_zero_add)

/-- For a continuous generator `A`, every solution of `Y' = A Y` is the propagator multiplied by the
initial value `Y 0`. -/
theorem solution_eq_propagator_mul {A Y : ℝ → 𝔸} (hA : Continuous A)
    (hY : ∀ t, HasDerivAt Y (A t * Y t) t) (t : ℝ) : Y t = propagator A t * Y 0 := by
  obtain ⟨_, h0, hU⟩ := dyson_series_solves hA
  obtain ⟨M, hM, hb⟩ := generator_locally_bounded hA (|t| + 1)
  have hL : ∀ s ∈ Ioo (-(|t| + 1)) (|t| + 1),
      LipschitzOnWith ⟨M, hM⟩ (fun y : 𝔸 => A s * y) univ := fun s hs =>
    LipschitzOnWith.of_dist_le_mul fun x _ y _ => by
      rw [dist_eq_norm, dist_eq_norm, ← mul_sub]
      exact (norm_mul_le _ _).trans
        (mul_le_mul_of_nonneg_right (hb s (abs_lt.2 hs).le) (norm_nonneg _))
  have hz : (0 : ℝ) ∈ Ioo (-(|t| + 1)) (|t| + 1) :=
    ⟨by linarith [abs_nonneg t], by linarith [abs_nonneg t]⟩
  exact ODE_solution_unique_of_mem_Ioo (v := fun s y => A s * y) (s := fun _ => univ)
    (g := fun s => propagator A s * Y 0) hL hz (fun s _ => ⟨hY s, trivial⟩)
    (fun s _ => ⟨((hU s).mul_const (Y 0)).congr_deriv (mul_assoc _ _ _), trivial⟩)
    (by simp [h0]) (abs_lt.1 (lt_add_one |t|))

/-- For a continuous generator, evolution to time `r + t` is evolution to time `r`, followed by
evolution for a time `t` under the generator shifted by `r`. -/
theorem propagator_add {A : ℝ → 𝔸} (hA : Continuous A) (r t : ℝ) :
    propagator A (r + t) = propagator (fun s => A (r + s)) t * propagator A r := by
  have h := solution_eq_propagator_mul (A := fun s => A (r + s))
    (Y := fun s => propagator A (r + s)) (by fun_prop)
    (fun s => ((dyson_series_solves hA).2.2 (r + s)).comp_const_add r s) t
  simpa only [add_zero] using h

/-- For a continuous generator, the propagator to time `t` is inverted, on both sides, by the
evolution that starts at time `t` and returns to time `0`. -/
theorem propagator_reversal {A : ℝ → 𝔸} (hA : Continuous A) (t : ℝ) :
    propagator A t * propagator (fun s => A (t + s)) (-t) = 1 ∧
      propagator (fun s => A (t + s)) (-t) * propagator A t = 1 := by
  have hB : Continuous fun s => A (t + s) := by fun_prop
  have h1 := propagator_add hB (-t) t
  have h2 := propagator_add hA t (-t)
  simp only [neg_add_cancel, add_neg_cancel_left] at h1
  rw [add_neg_cancel] at h2
  exact ⟨h1.symm.trans (dyson_series_solves hB).2.1,
    h2.symm.trans (dyson_series_solves hA).2.1⟩

/-- If a continuous generator is anti-Hermitian at all times, its propagator is unitary. -/
theorem propagator_unitary [StarRing 𝔸] [ContinuousStar 𝔸] [StarModule ℝ 𝔸] {A : ℝ → 𝔸}
    (hA : Continuous A) (hstar : ∀ t, star (A t) = -A t) (t : ℝ) :
    star (propagator A t) * propagator A t = 1 ∧
      propagator A t * star (propagator A t) = 1 := by
  obtain ⟨_, h0, hU⟩ := dyson_series_solves hA
  -- `U* U` does not change in time
  have hd : ∀ s, HasDerivAt (fun x => star (propagator A x) * propagator A x) 0 s := fun s =>
    ((hU s).star.fun_mul (hU s)).congr_deriv (by rw [star_mul, hstar]; noncomm_ring)
  have hl : star (propagator A t) * propagator A t = 1 := by
    have h := is_const_of_deriv_eq_zero (fun s => (hd s).differentiableAt)
      (fun s => (hd s).deriv) t 0
    simpa [h0] using h
  have hr := (propagator_reversal hA t).1
  exact ⟨hl, by rw [left_inv_eq_right_inv hl hr]; exact hr⟩

end

end DysonSeries
```

```lean
#print axioms DysonSeries.dyson_series_solves
#print axioms DysonSeries.propagator_unitary
```

```
'DysonSeries.dyson_series_solves' depends on axioms: [propext, Classical.choice, Quot.sound]
'DysonSeries.propagator_unitary' depends on axioms: [propext, Classical.choice, Quot.sound]
```

## How the proof follows the estimates

`dyson_geometric_bound` is the induction on $k$. Inside it, `hint` evaluates the cosh integral by exhibiting its sinh antiderivative, `hle` bounds the norm of the integral, and `hsc` is $|\sinh|\le\cosh$, obtained from $\cosh^2=\sinh^2+1$. The case split on `mem_uIoc` treats positive and negative $t$, showing that each integration point stays in the window.

`generator_locally_bounded` produces $M$ from the compactness of $[-T,T]$. `hasDerivAt_dyson_succ` first proves that every $D_k$ is continuous and then applies the fundamental theorem of calculus.

In `dyson_series_solves`, `hsum` compares the series with the geometric one, using the window $T=|t|$. For the derivative, the window is widened to $|t|+1$ so that $t$ lies in its interior. The lemma `hasDerivAt_tsum_of_isPreconnected` then differentiates $\sum_k D_{k+1}$ term by term; it needs the summable bound on the derivatives and convergence at one point. The last lines factor $A(t)$ out of the sum and restore the constant term $D_0=1$.

`solution_eq_propagator_mul` shows that $y\mapsto A(s)y$ is Lipschitz with constant $M$ on the window and calls Mathlib's uniqueness theorem for ordinary differential equations, which takes the place of the Grönwall step. `propagator_add` applies this to the shifted propagator, and `propagator_reversal` uses the composition rule twice, as above.

In `propagator_unitary`, `hd` is the vanishing derivative of $U^*U$, and `hl` fixes the constant at its value at time $0$. Finally `left_inv_eq_right_inv` identifies $U^*$ with the backward evolution, which gives $UU^*=1$.
